# An optimal pair of alternating mixing parameters for two spectral clusters of equal width

A self-consistent-field (SCF) iteration with one fixed mixing parameter crawls when the derivative J of the residual (input minus output) at the solution has some eigenvalues near a small number m and others near a much larger number L, because a parameter that keeps the error modes of the second kind stable hardly reduces those of the first. If J is a symmetric matrix and all its eigenvalues lie in two clusters of width d at the two ends of [m, L], with 0 < m < L and 0 ≤ d ≤ (L − m)/2, then, in the linear-response model of the iteration, alternating two suitable parameters multiplies the error norm by at most d/(2m + d) per pair of steps, whatever L is.

```lean
import Mathlib

open Set

namespace TwoClusterMixing

noncomputable section

/-- The two spectral clusters of width `d` at the ends of the interval from `m` to `L`. -/
def clusters (m L d : ℝ) : Set ℝ := Icc m (m + d) ∪ Icc (L - d) L

/-- The quantity `h = d (L - m - d)`. -/
def spread (m L d : ℝ) : ℝ := d * (L - m - d)

/-- The two-step damping rate `h / (2 m L + h)`, for `2 m L + h ≠ 0`. -/
def rate (m L d : ℝ) : ℝ := spread m L d / (2 * m * L + spread m L d)

/-- The larger mixing parameter, for `0 < 2 m L + h`. -/
def mixPlus (m L d : ℝ) : ℝ :=
  (m + L + √((L - m - d) ^ 2 + d ^ 2)) / (2 * m * L + spread m L d)

/-- The smaller mixing parameter, for `0 < 2 m L + h`. -/
def mixMinus (m L d : ℝ) : ℝ :=
  (m + L - √((L - m - d) ^ 2 + d ^ 2)) / (2 * m * L + spread m L d)

/-- For `0 < m < L` and `0 ≤ d ≤ (L - m) / 2`, the quantity `h` is nonnegative and
`2 m L + h` is positive. -/
theorem spread_nonneg_and_denom_pos {m L d : ℝ} (hm : 0 < m) (hmL : m < L)
    (hd : 0 ≤ d) (hdL : d ≤ (L - m) / 2) :
    0 ≤ spread m L d ∧ 0 < 2 * m * L + spread m L d := by
  have h0 : 0 ≤ spread m L d := mul_nonneg hd (by linarith)
  have h1 : 0 < m * L := mul_pos hm (hm.trans hmL)
  exact ⟨h0, by linarith⟩

/-- If `2 m L + h` is nonzero, the two mixing steps together multiply an error mode of
eigenvalue `u` by `1 - 2 u (m + L - u) / (2 m L + h)`. -/
theorem damping_factor {m L d : ℝ} (hD : 2 * m * L + spread m L d ≠ 0) (u : ℝ) :
    (1 - mixPlus m L d * u) * (1 - mixMinus m L d * u) =
      1 - 2 * (u * (m + L - u)) / (2 * m * L + spread m L d) := by
  have hs : √((L - m - d) ^ 2 + d ^ 2) ^ 2 = (L - m - d) ^ 2 + d ^ 2 :=
    Real.sq_sqrt (by positivity)
  have hh : spread m L d = d * (L - m - d) := rfl
  -- sum and product of the two mixing parameters
  have hsum : mixPlus m L d + mixMinus m L d =
      2 * (m + L) / (2 * m * L + spread m L d) := by
    unfold mixPlus mixMinus
    ring
  have hprod : mixPlus m L d * mixMinus m L d = 2 / (2 * m * L + spread m L d) := by
    unfold mixPlus mixMinus
    rw [div_mul_div_comm, div_eq_div_iff (mul_ne_zero hD hD) hD]
    linear_combination (-(2 * m * L + spread m L d)) * hs
      - 2 * (2 * m * L + spread m L d) * hh
  linear_combination (-u) * hsum + u ^ 2 * hprod

/-- For `0 < m < L` and `0 ≤ d ≤ (L - m) / 2`, the two mixing steps damp every mode with
eigenvalue in the clusters at least by the factor `h / (2 m L + h)`. -/
theorem damping_le_rate {m L d : ℝ} (hm : 0 < m) (hmL : m < L)
    (hd : 0 ≤ d) (hdL : d ≤ (L - m) / 2) {u : ℝ} (hu : u ∈ clusters m L d) :
    |(1 - mixPlus m L d * u) * (1 - mixMinus m L d * u)| ≤ rate m L d := by
  obtain ⟨_, hD⟩ := spread_nonneg_and_denom_pos hm hmL hd hdL
  have hh : spread m L d = d * (L - m - d) := rfl
  -- `u (m + L - u)` lies between `m L` and `m L + h` on both clusters
  have hq : 0 ≤ (u - m) * (L - u) ∧ 0 ≤ (m + d - u) * (L - d - u) := by
    rcases hu with hu | hu
    · obtain ⟨h1, h2⟩ := Set.mem_Icc.1 hu
      exact ⟨mul_nonneg (by linarith) (by linarith),
        mul_nonneg (by linarith) (by linarith)⟩
    · obtain ⟨h1, h2⟩ := Set.mem_Icc.1 hu
      exact ⟨mul_nonneg (by linarith) (by linarith),
        mul_nonneg_of_nonpos_of_nonpos (by linarith) (by linarith)⟩
  have hx : |2 * m * L + spread m L d - 2 * (u * (m + L - u))| ≤ spread m L d := by
    rw [abs_le]
    constructor <;> nlinarith [hq.1, hq.2]
  rw [damping_factor hD.ne', one_sub_div hD.ne', abs_div, abs_of_pos hD]
  unfold rate
  gcongr

/-- For `0 < m < L` and `0 ≤ d ≤ (L - m) / 2`, the number `h / (2 m L + h)` is the least
worst-case damping factor over the clusters that two real mixing parameters can reach. -/
theorem rate_isLeast {m L d : ℝ} (hm : 0 < m) (hmL : m < L)
    (hd : 0 ≤ d) (hdL : d ≤ (L - m) / 2) :
    IsLeast {ε : ℝ | ∃ a b : ℝ, ∀ u ∈ clusters m L d, |(1 - a * u) * (1 - b * u)| ≤ ε}
      (rate m L d) := by
  refine ⟨⟨mixPlus m L d, mixMinus m L d,
    fun u hu => damping_le_rate hm hmL hd hdL hu⟩, ?_⟩
  rintro ε ⟨a, b, hε⟩
  obtain ⟨_, hD⟩ := spread_nonneg_and_denom_pos hm hmL hd hdL
  have hL : 0 < L := hm.trans hmL
  have hg : 0 ≤ L - m - d := by linarith
  have hLm : 0 < L - m := by linarith
  have h1 := (abs_le.1 (hε m (Or.inl (Set.mem_Icc.2 ⟨le_rfl, by linarith⟩)))).2
  have h2 := (abs_le.1 (hε (m + d) (Or.inl (Set.mem_Icc.2 ⟨by linarith, le_rfl⟩)))).1
  have h3 := (abs_le.1 (hε L (Or.inr (Set.mem_Icc.2 ⟨by linarith, le_rfl⟩)))).2
  -- extrapolate from `m`, `m + d`, `L` to the value `1` at `u = 0`
  have e1 := mul_le_mul_of_nonneg_left h1
    (show 0 ≤ (m + d) * L * (L - m - d) by positivity)
  have e2 := mul_le_mul_of_nonneg_left h2 (show 0 ≤ m * L * (L - m) by positivity)
  have e3 := mul_le_mul_of_nonneg_left h3 (show 0 ≤ m * (m + d) * d by positivity)
  unfold rate
  rw [div_le_iff₀ hD]
  refine le_of_mul_le_mul_left ?_ hLm
  unfold spread
  nlinarith [e1, e2, e3]

/-- For `0 < m < L` and `0 ≤ d ≤ (L - m) / 2`, the rate is at most `d / (2 m + d)`,
a bound that does not contain `L`. -/
theorem rate_le_of_narrow {m L d : ℝ} (hm : 0 < m) (hmL : m < L)
    (hd : 0 ≤ d) (hdL : d ≤ (L - m) / 2) : rate m L d ≤ d / (2 * m + d) := by
  obtain ⟨_, hD⟩ := spread_nonneg_and_denom_pos hm hmL hd hdL
  have h1 : 0 ≤ m * d * (m + d) := by positivity
  unfold rate
  rw [div_le_div_iff₀ hD (by linarith)]
  unfold spread
  nlinarith [h1]

variable {E : Type*} [NormedAddCommGroup E] [InnerProductSpace ℝ E]

/-- The SCF map in linear response around the fixed point `xs`, where `J` is the linear operator
that sends the error `x - xs` to `x - F x`, with `F` this map. -/
def scfMap (J : E →ₗ[ℝ] E) (xs x : E) : E := x - J (x - xs)

/-- One linear mixing step with parameter `a` for the SCF map `F`. -/
def mix (a : ℝ) (F : E → E) (x : E) : E := x + a • (F x - x)

/-- One mixing cycle: a step with parameter `a`, then a step with parameter `b`. -/
def cycle (a b : ℝ) (F : E → E) (x : E) : E := mix b F (mix a F x)

/-- A mixing step acts on the error `x - xs` as the operator `1 - a J`. -/
theorem mix_error (J : E →ₗ[ℝ] E) (xs : E) (a : ℝ) (x : E) :
    mix a (scfMap J xs) x - xs = (x - xs) - a • J (x - xs) := by
  unfold mix scfMap
  module

/-- For symmetric `J` in finite dimension, a bound `c ≥ 0` on the damping factors at all
eigenvalues of `J` bounds the error reduction of a whole mixing cycle. -/
theorem cycle_contracts [FiniteDimensional ℝ E] {J : E →ₗ[ℝ] E} (hJ : J.IsSymmetric)
    {a b c : ℝ} (hc : 0 ≤ c)
    (hspec : ∀ u, Module.End.HasEigenvalue J u → |(1 - a * u) * (1 - b * u)| ≤ c)
    (xs x : E) : ‖cycle a b (scfMap J xs) x - xs‖ ≤ c * ‖x - xs‖ := by
  -- an orthonormal basis of eigenmodes
  have hex : ∃ (B : OrthonormalBasis (Fin (Module.finrank ℝ E)) ℝ E)
      (μ : Fin (Module.finrank ℝ E) → ℝ), (∀ i, Module.End.HasEigenvalue J (μ i)) ∧
        ∀ z i, B.repr (J z) i = μ i * B.repr z i :=
    ⟨hJ.eigenvectorBasis rfl, hJ.eigenvalues rfl,
      fun i => hJ.hasEigenvalue_eigenvalues rfl i,
      fun z i => hJ.eigenvectorBasis_apply_self_apply rfl z i⟩
  obtain ⟨B, μ, hμ, hB⟩ := hex
  have hn : ∀ z : E, ‖z‖ ^ 2 = ∑ i, (B.repr z i) ^ 2 := by
    intro z
    rw [← B.repr.norm_map z, EuclideanSpace.norm_sq_eq]
    simp only [Real.norm_eq_abs, sq_abs]
  unfold cycle
  rw [mix_error J xs b, mix_error J xs a]
  generalize x - xs = y
  -- each mode is multiplied by its own damping factor
  have hmode : ∀ i, B.repr (y - a • J y - b • J (y - a • J y)) i =
      ((1 - a * μ i) * (1 - b * μ i)) * B.repr y i := by
    intro i
    simp only [map_sub, map_smul, PiLp.sub_apply, PiLp.smul_apply, smul_eq_mul, hB]
    ring
  refine (le_abs_self _).trans (abs_le_of_sq_le_sq ?_ (by positivity))
  rw [mul_pow, hn, hn y, Finset.mul_sum]
  refine Finset.sum_le_sum fun i _ => ?_
  rw [hmode, mul_pow]
  have h := abs_le.1 (hspec (μ i) (hμ i))
  exact mul_le_mul_of_nonneg_right (sq_le_sq' h.1 h.2) (sq_nonneg _)

/-- Let `0 < m < L`, `0 ≤ d ≤ (L - m) / 2`, and let `J` be symmetric in finite dimension with all
eigenvalues in the clusters. Then `n` cycles with the parameters `mixPlus` and `mixMinus` reduce the
error norm of the linear-response SCF map at least by the factor `(h / (2 m L + h)) ^ n`. -/
theorem scf_converges [FiniteDimensional ℝ E] {m L d : ℝ} (hm : 0 < m) (hmL : m < L)
    (hd : 0 ≤ d) (hdL : d ≤ (L - m) / 2) {J : E →ₗ[ℝ] E} (hJ : J.IsSymmetric)
    (hspec : ∀ u, Module.End.HasEigenvalue J u → u ∈ clusters m L d) (xs x : E) (n : ℕ) :
    ‖(cycle (mixPlus m L d) (mixMinus m L d) (scfMap J xs))^[n] x - xs‖ ≤
      rate m L d ^ n * ‖x - xs‖ := by
  obtain ⟨h0, hD⟩ := spread_nonneg_and_denom_pos hm hmL hd hdL
  have hr : 0 ≤ rate m L d := div_nonneg h0 hD.le
  induction n with
  | zero => simp
  | succ n ih =>
    rw [Function.iterate_succ_apply']
    refine (cycle_contracts hJ hr
      (fun u hu => damping_le_rate hm hmL hd hdL (hspec u hu)) xs _).trans ?_
    refine (mul_le_mul_of_nonneg_left ih hr).trans (le_of_eq ?_)
    ring

end

end TwoClusterMixing
```

```lean
#print axioms TwoClusterMixing.rate_isLeast
#print axioms TwoClusterMixing.rate_le_of_narrow
#print axioms TwoClusterMixing.scf_converges
```

```
'TwoClusterMixing.rate_isLeast' depends on axioms: [propext, Classical.choice, Quot.sound]
'TwoClusterMixing.rate_le_of_narrow' depends on axioms: [propext, Classical.choice, Quot.sound]
'TwoClusterMixing.scf_converges' depends on axioms: [propext, Classical.choice, Quot.sound]
```

## From the SCF error to a scalar problem

An SCF cycle takes an input x, for instance a density, and returns an output F(x). The solution xs satisfies F(xs) = xs. `scfMap` is the linear-response form of this map,

F(x) = x − J(x − xs),

so J is the identity minus the derivative of F at the solution. The vector J(x − xs) is x − F(x), the negative of the difference F(x) − x that the mixing step uses. In density mixing J = 1 − χ₀K, with χ₀ the independent-particle response and K the interaction kernel. A large eigenvalue marks a mode that an unmixed step overcorrects strongly, as in charge sloshing; an eigenvalue near zero marks a mode that is hardly corrected.

One step of linear mixing, `mix`, replaces x by x + a(F(x) − x). By `mix_error`, the error y = x − xs then becomes y − aJy. A `cycle` is a step with a followed by a step with b, so an eigenmode with eigenvalue u is multiplied by

p(u) = (1 − au)(1 − bu).

The parameters are real numbers and are not confined to the customary range between 0 and 1.

The space `E` is a real inner product space, finite-dimensional in the convergence theorems, and `J.IsSymmetric` refers to its inner product. That product need not be the Euclidean one: if χ₀ is symmetric and K is symmetric and positive definite, 1 − χ₀K is symmetric with respect to ⟨x, Ky⟩, and the error is measured in the corresponding norm.

## What the theorems say

The set `clusters m L d` is [m, m + d] ∪ [L − d, L]. The condition d ≤ (L − m)/2 prevents the intervals from overlapping beyond a common endpoint. Write

h = d(L − m − d),  D = 2mL + h.

In Lean, h is `spread`, which is a product of two lengths and not a width, and h/D is `rate`. The rate belongs to a whole cycle, which costs two evaluations of F.

`rate_isLeast` says that h/D is the smallest ε for which some real a and b give |p(u)| ≤ ε throughout the clusters. `IsLeast` contains both halves: the value is reached, and no pair does better. The comparison is between pairs of parameters over the full clusters; a particular J with only a few eigenvalues there may permit a smaller factor.

`rate_le_of_narrow` gives h/D ≤ d/(2m + d). Convergence is therefore fast when d is small compared with m; being small compared with L is not enough.

`scf_converges` says that after n cycles with `mixPlus` and `mixMinus` the error norm is at most (h/D)ⁿ times its initial value. It holds for the linear map from any starting point. Carrying it over to a real, nonlinear SCF map requires control of the higher-order terms near xs, which the hypotheses do not supply.

## The two parameters and their damping factor

Put g = L − m − d and s = √(g² + d²). The parameters are

a = (m + L + s)/D,  b = (m + L − s)/D.

Their sum is 2(m + L)/D. Since g + d = L − m and gd = h, we have s² = (L − m)² − 2h, and therefore

ab = ((m + L)² − s²)/D² = (4mL + 2h)/D² = 2/D.

Expanding p(u) gives

p(u) = 1 − 2u(m + L − u)/D.

This is `damping_factor`; its two intermediate facts `hsum` and `hprod` are the sum and the product, and `linear_combination` assembles them.

Now let q = u(m + L − u). Two factorizations locate it:

q − mL = (u − m)(L − u),

mL + h − q = (m + d − u)(L − d − u).

The first product is nonnegative on all of [m, L]. In the second, both factors are nonnegative on the lower cluster and both are nonpositive on the upper one. Hence mL ≤ q ≤ mL + h, so D − 2q lies between −h and h, and division by D gives |p(u)| ≤ h/D. In `damping_le_rate`, `hq` records the two signs, and `nlinarith` turns them into the bound `hx`.

For the estimate without L, cross-multiplication reduces h/D ≤ d/(2m + d) to h ≤ Ld, which is true because g ≤ L.

## Why no other pair does better

Let a and b now be arbitrary, with |p(u)| ≤ ε on the clusters. The polynomial p has degree at most two and p(0) = 1. For d > 0 its values at m, m + d and L determine its value at 0. Lagrange extrapolation, cleared of denominators, reads

(L − m)h = (m + d)Lg p(m) − mL(L − m) p(m + d) + m(m + d)d p(L).

All three coefficients are nonnegative before their displayed signs. Using p(m) ≤ ε, p(m + d) ≥ −ε and p(L) ≤ ε gives

(L − m)h ≤ ε[(m + d)Lg + mL(L − m) + m(m + d)d].

Because Lg + md = (L − m)(L − d), the bracket equals

(L − m)[(m + d)(L − d) + mL] = (L − m)D.

Thus h/D ≤ ε. The Lean inequalities `e1`, `e2` and `e3` are the three weighted bounds, and the final `nlinarith` adds them. The cleared form also works at d = 0, where two of the nodes coincide.

## From eigenmodes to the error norm

In `cycle_contracts` the error is expanded in an orthonormal eigenbasis of J. If yᵢ is a coefficient and μᵢ its eigenvalue, one cycle changes yᵢ to p(μᵢ)yᵢ. With |p(μᵢ)| ≤ c for every i,

∑ᵢ p(μᵢ)² yᵢ² ≤ c² ∑ᵢ yᵢ²,

and taking square roots bounds the norm. Here `hmode` is the change of the coefficients and `hn` is the expression of the norm through them. `scf_converges` inserts c = h/D and applies the bound once per cycle by induction.

## Numbers for a stiff iteration

Take m = 1, L = 50 and d = 0.2. Then h = 9.76 and D = 109.76, so a ≈ 0.909, b ≈ 0.0200 and the error factor per cycle is at most 0.089. The best single parameter, 2/(m + L) ≈ 0.039, has a worst-case factor of 0.92 over two steps. The gain depends on the gap between the clusters being empty: a mode at u = 25.5, halfway between them, would be amplified about 11 times per cycle by the pair, whereas the single parameter would remove it.

In a calculation, one evaluates F(x), mixes with the first parameter, evaluates F at the new input and mixes with the second. The order matters between the two steps: with a first, a mode at u = 50 is temporarily amplified about 44 times, which may carry a nonlinear iteration out of the linear regime. With b first, that mode is almost removed before the large step acts. In the linear model both orders give the same result after a full cycle.

## Eigenvalues alone do not give the norm bound

Suppose symmetry is dropped. Take m = 1, L = 2, d = 0 and, on the Euclidean plane,

J(y₁, y₂) = (y₁ + 4y₂, y₂).

Its only eigenvalue is 1, which lies in the clusters. The parameters are a = 1 and b = 1/2, and the rate is 0, so the bound would require the error to vanish after one cycle. Instead the error (0, 1) becomes (−2, 0), twice as long. Having all eigenvalues in the clusters is therefore not sufficient by itself; the example does not show that full symmetry is necessary.
